# Forming the normal equations squares the condition number of an injective real matrix

Let $A$ be a real matrix with finitely many rows and columns, and let $|v|=\sqrt{v\cdot v}$ be the Euclidean length. The *gains* of $A$ are the numbers $|Ax|$ for unit vectors $x$. Write $p$ for the smallest gain and $q$ for the largest. The condition number is $\kappa(A)=q/p$. For a real number $s\ge 0$, set $M_s=A^TA+s\,1$.

If $A$ has at least one column and $Ax=0$ only for $x=0$, then $p>0$ and

$$\kappa(A^TA)=\frac{q^2}{p^2}=\kappa(A)^2,\qquad \kappa(M_s)=\frac{q^2+s}{p^2+s}.$$

With a single column $a\neq 0$, the only unit vectors are $\pm1$, so $p=q=|a|$ and every condition number here is 1.

## Least-squares fits of potentials

In a Gaussian-process potential written with finitely many features, $A$ holds the features of the training data and $x$ the weights. With independent zero-mean Gaussian noise of equal variance and independent zero-mean Gaussian weights of equal prior variance, the fit to data $b$ solves $M_sx=A^Tb$, where $s$ is the noise variance divided by the prior variance. Zero-mean Gaussian noise and priors with other invertible covariances can be brought to this form by a linear change of variables.

For a linear fit without regularisation, $s=0$, the identity shows what forming $A^TA$ costs: $\kappa(A)=10^8$ becomes $10^{16}$, at the limit of double precision, and a Cholesky factorisation may fail. A QR factorisation of $A$, or of $A$ stacked on $\sqrt{s}\,1$ when $s>0$, avoids forming the product.

## From the gains of $A$ to those of $M_s$

The unit sphere is compact and $x\mapsto|Ax|$ is continuous, so $p$ and $q$ are attained. If $p$ were 0, a unit vector would satisfy $Ax=0$, against injectivity.

**The minimiser is an eigenvector.** Let $|x|=1$ and $|Ax|=p$. By scaling, $|Ay|^2\ge p^2|y|^2$ for every $y$. Put $r=M_sx-(p^2+s)x$. Since $r\cdot M_sx=Ar\cdot Ax+s\,r\cdot x$,

$$r\cdot r=Ar\cdot Ax-p^2\,r\cdot x.$$

Taking $y=x+tr$ gives, for all real $t$,

$$0\le t^2\left(|Ar|^2-p^2|r|^2\right)+2t\,(r\cdot r).$$

A quadratic that is nonnegative everywhere and vanishes at $t=0$ has no linear term. Hence $r=0$ and $|M_sx|=p^2+s$.

**Lower bound.** For any unit $x$, Cauchy-Schwarz gives

$$|Ax|^2+s=x\cdot M_sx\le|M_sx|.$$

So no gain of $M_s$ is below $p^2+s$, and a maximiser for $A$ has gain at least $q^2+s$ under $M_s$.

**Upper bound.** Let $u=M_sx$ with $|x|=1$. Then

$$|u|^2=Au\cdot Ax+s\,u\cdot x\le(q|u|)\,q+s|u|=(q^2+s)|u|.$$

Thus $|u|\le q^2+s$, trivially so if $u=0$. The extreme gains of $M_s$ are therefore $p^2+s$ and $q^2+s$, and $s=0$ gives the squaring.

**Effect of regularisation.** For $s>0$, cross-multiplying shows that $\kappa(M_s)<\kappa(A^TA)$ is equivalent to $sp^2<sq^2$, which holds when $\kappa(A)>1$.

## The Lean file

```lean
import Mathlib

open Matrix

namespace NormalEquationsConditioning

noncomputable section

variable {m n ι : Type*} [Fintype m] [Fintype n] [Fintype ι]

/-- The Euclidean length of a real vector. -/
def len (v : ι → ℝ) : ℝ := √(v ⬝ᵥ v)

/-- The lengths of `A x` as `x` runs over the unit vectors. -/
def gains (A : Matrix m n ℝ) : Set ℝ := {r | ∃ x, len x = 1 ∧ len (A *ᵥ x) = r}

/-- The condition number: the largest gain divided by the smallest. -/
def condNumber (A : Matrix m n ℝ) : ℝ := sSup (gains A) / sInf (gains A)

/-- The matrix `AᵀA + s` of the normal equations with regularisation `s`. -/
def regNormal [DecidableEq n] (A : Matrix m n ℝ) (s : ℝ) : Matrix n n ℝ :=
  Aᵀ * A + s • (1 : Matrix n n ℝ)

/-- The squared length is the dot product of the vector with itself. -/
theorem len_sq (v : ι → ℝ) : len v ^ 2 = v ⬝ᵥ v :=
  Real.sq_sqrt (Finset.sum_nonneg fun i _ => mul_self_nonneg (v i))

/-- Scaling a vector scales its length by the absolute value of the factor. -/
theorem len_smul (c : ℝ) (v : ι → ℝ) : len (c • v) = |c| * len v := by
  unfold len
  rw [← Real.sqrt_sq_eq_abs, ← Real.sqrt_mul (sq_nonneg c)]
  congr 1
  simp only [smul_dotProduct, dotProduct_smul, smul_eq_mul]
  ring

/-- The Cauchy-Schwarz inequality for the dot product. -/
theorem dot_le_len_mul_len (v w : ι → ℝ) : v ⬝ᵥ w ≤ len v * len w := by
  unfold len
  have hv : 0 ≤ v ⬝ᵥ v := Finset.sum_nonneg fun i _ => mul_self_nonneg (v i)
  rw [← Real.sqrt_mul hv]
  refine (le_abs_self _).trans (Real.abs_le_sqrt ?_)
  have h := Finset.sum_mul_sq_le_sq_mul_sq Finset.univ v w
  simpa only [dotProduct, pow_two] using h

/-- For a vector of nonzero length, the ratio of the lengths of `A y` and `y` is a gain. -/
theorem ratio_mem_gains (A : Matrix m n ℝ) {y : n → ℝ} (hy : len y ≠ 0) :
    len (A *ᵥ y) / len y ∈ gains A := by
  have h0 : 0 ≤ (len y)⁻¹ := inv_nonneg.2 (Real.sqrt_nonneg _)
  refine ⟨(len y)⁻¹ • y, ?_, ?_⟩
  · rw [len_smul, abs_of_nonneg h0, inv_mul_cancel₀ hy]
  · rw [Matrix.mulVec_smul, len_smul, abs_of_nonneg h0, div_eq_inv_mul]

/-- The bilinear form of the regularised normal matrix is `Av · Ax + s v · x`. -/
theorem dot_regNormal [DecidableEq n] (A : Matrix m n ℝ) (s : ℝ) (v x : n → ℝ) :
    v ⬝ᵥ (regNormal A s *ᵥ x) = (A *ᵥ v) ⬝ᵥ (A *ᵥ x) + s * (v ⬝ᵥ x) := by
  rw [regNormal, Matrix.add_mulVec, Matrix.smul_mulVec, Matrix.one_mulVec, dotProduct_add,
    dotProduct_smul, smul_eq_mul, ← Matrix.mulVec_mulVec, Matrix.dotProduct_mulVec,
    Matrix.vecMul_transpose]

/-- With at least one column, the smallest and the largest gain are attained. -/
theorem gains_attained [Nonempty n] (A : Matrix m n ℝ) :
    (∃ p, IsLeast (gains A) p) ∧ ∃ q, IsGreatest (gains A) q := by
  classical
  have hlen : Continuous (fun v : n → ℝ => len v) := by
    show Continuous fun v : n → ℝ => √(∑ i, v i * v i)
    fun_prop
  have hA : Continuous (fun x : n → ℝ => len (A *ᵥ x)) := by
    show Continuous fun x : n → ℝ => √(∑ i, (∑ j, A i j * x j) * (∑ j, A i j * x j))
    fun_prop
  -- the unit sphere is closed and bounded
  have hK : IsCompact {x : n → ℝ | len x = 1} := by
    refine (isCompact_closedBall (0 : n → ℝ) 1).of_isClosed_subset
      (isClosed_eq hlen continuous_const) ?_
    intro x hx
    have hx1 : len x = 1 := hx
    rw [mem_closedBall_zero_iff, pi_norm_le_iff_of_nonneg zero_le_one]
    intro i
    have h1 : x i * x i ≤ x ⬝ᵥ x :=
      Finset.single_le_sum (f := fun j => x j * x j)
        (fun j _ => mul_self_nonneg (x j)) (Finset.mem_univ i)
    rw [← len_sq, hx1] at h1
    rw [Real.norm_eq_abs]
    exact abs_le.2 ⟨by nlinarith, by nlinarith⟩
  have hne : (gains A).Nonempty := by
    obtain ⟨i⟩ := ‹Nonempty n›
    exact ⟨_, Pi.single i 1, by simp [len], rfl⟩
  have hc : IsCompact (gains A) := hK.image hA
  exact ⟨hc.exists_isLeast hne, hc.exists_isGreatest hne⟩

/-- A unit vector of smallest gain `p` is an eigenvector of `AᵀA + s` with eigenvalue
`p² + s`. -/
theorem minimiser_eigenvector [DecidableEq n] {A : Matrix m n ℝ} {p : ℝ} (s : ℝ)
    (hp : IsLeast (gains A) p) {x : n → ℝ} (hx : len x = 1) (hxp : len (A *ᵥ x) = p) :
    regNormal A s *ᵥ x = (p ^ 2 + s) • x := by
  have hp0 : 0 ≤ p := hxp ▸ Real.sqrt_nonneg _
  have hlow : ∀ y : n → ℝ, p ^ 2 * (y ⬝ᵥ y) ≤ (A *ᵥ y) ⬝ᵥ (A *ᵥ y) := by
    intro y
    have hy0 : 0 ≤ len y := Real.sqrt_nonneg _
    have h : p * len y ≤ len (A *ᵥ y) := by
      by_cases hy : len y = 0
      · rw [hy, mul_zero]
        exact Real.sqrt_nonneg _
      · exact (le_div_iff₀ (lt_of_le_of_ne hy0 (Ne.symm hy))).1 (hp.2 (ratio_mem_gains A hy))
    rw [← len_sq y, ← len_sq (A *ᵥ y), ← mul_pow]
    exact pow_le_pow_left₀ (mul_nonneg hp0 hy0) h 2
  have hx1 : x ⬝ᵥ x = 1 := by rw [← len_sq, hx]; norm_num
  have hx2 : (A *ᵥ x) ⬝ᵥ (A *ᵥ x) = p ^ 2 := by rw [← len_sq, hxp]
  -- vary `x` along the residual `r` of the eigenvalue equation
  obtain ⟨r, hr⟩ : ∃ r, r = regNormal A s *ᵥ x - (p ^ 2 + s) • x := ⟨_, rfl⟩
  have hd : r ⬝ᵥ r = (A *ᵥ r) ⬝ᵥ (A *ᵥ x) - p ^ 2 * (r ⬝ᵥ x) := by
    calc r ⬝ᵥ r = r ⬝ᵥ (regNormal A s *ᵥ x - (p ^ 2 + s) • x) := by rw [← hr]
      _ = _ := by
        rw [dotProduct_sub, dot_regNormal, dotProduct_smul, smul_eq_mul]
        ring
  have hquad : ∀ t : ℝ, 0 ≤ ((A *ᵥ r) ⬝ᵥ (A *ᵥ r) - p ^ 2 * (r ⬝ᵥ r)) * (t * t)
      + (2 * ((A *ᵥ r) ⬝ᵥ (A *ᵥ x) - p ^ 2 * (r ⬝ᵥ x))) * t + 0 := by
    intro t
    have h := hlow (x + t • r)
    simp only [Matrix.mulVec_add, Matrix.mulVec_smul, dotProduct_add, add_dotProduct,
      smul_dotProduct, dotProduct_smul, smul_eq_mul] at h
    rw [dotProduct_comm x r, dotProduct_comm (A *ᵥ x) (A *ᵥ r), hx1, hx2] at h
    linarith
  have hdisc := discrim_le_zero hquad
  rw [discrim, ← hd] at hdisc
  have hsq : (r ⬝ᵥ r) ^ 2 = 0 := le_antisymm (by linarith) (sq_nonneg _)
  have hr0 : r = 0 := dotProduct_self_eq_zero.1 (pow_eq_zero_iff two_ne_zero |>.1 hsq)
  exact sub_eq_zero.1 (hr.symm.trans hr0)

/-- If `A` has extreme gains `p` and `q`, then `AᵀA + s` with `s ≥ 0` has extreme gains
`p² + s` and `q² + s`. -/
theorem regNormal_gains [DecidableEq n] {A : Matrix m n ℝ} {p q s : ℝ} (hs : 0 ≤ s)
    (hp : IsLeast (gains A) p) (hq : IsGreatest (gains A) q) :
    IsLeast (gains (regNormal A s)) (p ^ 2 + s) ∧
      IsGreatest (gains (regNormal A s)) (q ^ 2 + s) := by
  -- Cauchy-Schwarz bounds the gain from below by the quadratic form
  have hcs : ∀ x : n → ℝ, len x = 1 → len (A *ᵥ x) ^ 2 + s ≤ len (regNormal A s *ᵥ x) := by
    intro x hx
    have h := dot_le_len_mul_len x (regNormal A s *ᵥ x)
    rw [dot_regNormal, ← len_sq x, ← len_sq (A *ᵥ x), hx] at h
    linarith
  obtain ⟨x₀, hx₀, hp₀⟩ := hp.1
  obtain ⟨x₁, hx₁, hq₁⟩ := hq.1
  have hp0 : 0 ≤ p := hp₀ ▸ Real.sqrt_nonneg _
  have hq0 : 0 ≤ q := hq₁ ▸ Real.sqrt_nonneg _
  have hup : ∀ y : n → ℝ, len (A *ᵥ y) ≤ q * len y := by
    intro y
    by_cases hy : len y = 0
    · have hy0 : y = 0 := dotProduct_self_eq_zero.1 (by rw [← len_sq, hy]; norm_num)
      simp [hy0, len]
    · exact (div_le_iff₀ (lt_of_le_of_ne (Real.sqrt_nonneg _) (Ne.symm hy))).1
        (hq.2 (ratio_mem_gains A hy))
  have hmax : ∀ x : n → ℝ, len x = 1 → len (regNormal A s *ᵥ x) ≤ q ^ 2 + s := by
    intro x hx
    obtain ⟨u, hu⟩ : ∃ u, u = regNormal A s *ᵥ x := ⟨_, rfl⟩
    have hu0 : 0 ≤ len u := Real.sqrt_nonneg _
    have h1 : len u ^ 2 = (A *ᵥ u) ⬝ᵥ (A *ᵥ x) + s * (u ⬝ᵥ x) := by
      rw [← dot_regNormal, ← hu, len_sq]
    have h2 : (A *ᵥ u) ⬝ᵥ (A *ᵥ x) ≤ (q * len u) * (q * len x) :=
      (dot_le_len_mul_len _ _).trans
        (mul_le_mul (hup u) (hup x) (Real.sqrt_nonneg _) (mul_nonneg hq0 hu0))
    have h3 : s * (u ⬝ᵥ x) ≤ s * (len u * len x) :=
      mul_le_mul_of_nonneg_left (dot_le_len_mul_len u x) hs
    rw [hx] at h2 h3
    rw [← hu]
    rcases hu0.eq_or_lt with h | h
    · rw [← h]
      positivity
    · exact le_of_mul_le_mul_right (by linarith) h
  refine ⟨⟨⟨x₀, hx₀, ?_⟩, ?_⟩, ⟨⟨x₁, hx₁, ?_⟩, ?_⟩⟩
  · rw [minimiser_eigenvector s hp hx₀ hp₀, len_smul, hx₀, mul_one,
      abs_of_nonneg (by positivity)]
  · rintro _ ⟨x, hx, rfl⟩
    have h := pow_le_pow_left₀ hp0 (hp.2 ⟨x, hx, rfl⟩) 2
    linarith [hcs x hx]
  · have h := hcs x₁ hx₁
    rw [hq₁] at h
    exact le_antisymm (hmax x₁ hx₁) h
  · rintro _ ⟨x, hx, rfl⟩
    exact hmax x hx

/-- For an injective `A` with extreme gains `p > 0` and `q`, the normal matrix `AᵀA` has
extreme gains `p²` and `q²`, and its condition number is the square of `q / p`. -/
theorem normal_equations_square_condNumber [Nonempty n] (A : Matrix m n ℝ)
    (hA : Function.Injective fun x : n → ℝ => A *ᵥ x) :
    ∃ p q : ℝ, 0 < p ∧ IsLeast (gains A) p ∧ IsGreatest (gains A) q ∧
      IsLeast (gains (Aᵀ * A)) (p ^ 2) ∧ IsGreatest (gains (Aᵀ * A)) (q ^ 2) ∧
      condNumber A = q / p ∧ condNumber (Aᵀ * A) = (q / p) ^ 2 := by
  classical
  obtain ⟨⟨p, hp⟩, ⟨q, hq⟩⟩ := gains_attained A
  have hpos : 0 < p := by
    obtain ⟨x, hx, hxp⟩ := hp.1
    refine lt_of_le_of_ne (hxp ▸ Real.sqrt_nonneg _) fun h => ?_
    -- a vanishing smallest gain would put a unit vector in the kernel
    have hAx : A *ᵥ x = 0 :=
      dotProduct_self_eq_zero.1 (by rw [← len_sq, hxp, ← h]; norm_num)
    have hx0 : x = 0 := hA (by simp [hAx])
    simp [hx0, len] at hx
  obtain ⟨h1, h2⟩ := regNormal_gains le_rfl hp hq
  have h0 : regNormal A 0 = Aᵀ * A := by simp [regNormal]
  rw [h0, add_zero] at h1 h2
  refine ⟨p, q, hpos, hp, hq, h1, h2, ?_, ?_⟩
  · rw [condNumber, hq.csSup_eq, hp.csInf_eq]
  · rw [condNumber, h2.csSup_eq, h1.csInf_eq, div_pow]

/-- If `A` is injective with condition number above one, a regularisation `s > 0` makes the
condition number of the normal matrix strictly smaller. -/
theorem regularisation_lowers_condNumber [Nonempty n] [DecidableEq n] (A : Matrix m n ℝ)
    (hA : Function.Injective fun x : n → ℝ => A *ᵥ x) {s : ℝ} (hs : 0 < s)
    (hc : 1 < condNumber A) :
    condNumber (regNormal A s) < condNumber (Aᵀ * A) := by
  obtain ⟨p, q, hpos, hp, hq, -, -, hcA, hcN⟩ := normal_equations_square_condNumber A hA
  obtain ⟨h1, h2⟩ := regNormal_gains hs.le hp hq
  rw [hcA, lt_div_iff₀ hpos, one_mul] at hc
  have hp2 : 0 < p ^ 2 := by positivity
  have hps : 0 < p ^ 2 + s := by positivity
  have hsq : p ^ 2 < q ^ 2 := by nlinarith
  rw [hcN, condNumber, h2.csSup_eq, h1.csInf_eq, div_pow, div_lt_iff₀ hps,
    div_mul_eq_mul_div, lt_div_iff₀ hp2]
  nlinarith [mul_lt_mul_of_pos_left hsq hs]

end

end NormalEquationsConditioning
```

```lean
#print axioms NormalEquationsConditioning.normal_equations_square_condNumber
-- 'NormalEquationsConditioning.normal_equations_square_condNumber' depends on axioms: [propext, Classical.choice, Quot.sound]
#print axioms NormalEquationsConditioning.regularisation_lowers_condNumber
-- 'NormalEquationsConditioning.regularisation_lowers_condNumber' depends on axioms: [propext, Classical.choice, Quot.sound]
```

## Reading the theorems and their limits

`len` is defined explicitly because Mathlib's default norm on `n → ℝ` is the maximum norm. `IsLeast` and `IsGreatest` say that the extremes of `gains` are attained, and `regNormal A s` is $M_s$. In `normal_equations_square_condNumber`, `Nonempty n` supplies a column and `hA` is injectivity; the conclusion `0 < p` makes the quotient a genuine one.

`gains_attained` is the compactness argument. `minimiser_eigenvector` removes the linear term through `discrim_le_zero`: with zero constant term, the discriminant is $4(r\cdot r)^2$, which must then vanish. In `regNormal_gains`, `hcs` is the lower bound and `hmax` the upper one; this theorem needs $s\ge0$ but not injectivity. The main theorem sets $s=0$, and `regularisation_lowers_condNumber` compares the two quotients for $s>0$ and $\kappa(A)>1$.

The theorems concern real matrices in exact arithmetic. They give no bound on rounding errors or on the error of fitted weights, and no rule for choosing $s$: a larger value lowers the condition number of $M_s$ when $\kappa(A)>1$, but it also changes the fit unless $A^Tb=0$.
